# A density matrix commutes with the spin along a unit vector n exactly when its magnetization matrices are n_a times one common matrix

Q: Take three sites with moments at 120° to each other. The net moment is zero, so a script that looks only at the total files the state under "antiferromagnet" and continues with separate spin-up and spin-down blocks. Whatever axis it picks, it then discards part of the density matrix. I agree that a better test is needed. I doubt that a commutator of matrices is the right one.

A: Let \(D\) be the one-body density matrix, with a spin index and an orbital index, and let \(n\) be a real unit vector. If \(D\) commutes with \(n\cdot\sigma\), acting as the identity on the orbitals, then \(D\) has no elements between spin up and spin down along \(n\), and the converse holds too. That is the condition under which two separate spin channels lose nothing. For a single Slater determinant in a finite basis, it means that the occupied orbitals can be chosen with definite spin along \(n\).

Q: Then write \(D\) in terms of magnetization, and fix the conventions.

A: Number the Cartesian components 0, 1, 2 for x, y, z, and write

\[
D = 1\otimes P + \sum_a \sigma_a\otimes M_a .
\]

Here \(P\) is the charge part and the \(M_a\) are three orbital matrices. Every complex matrix on spin times orbitals has this form, because the identity and the Pauli matrices span the 2 × 2 matrices. Tracing over spin gives \(M_a=\tfrac12\mathrm{Tr}_{\text{spin}}(\sigma_a D)\), so \(M_a\) is the spin density in units of \(\hbar\).

The file sets up the orbital labels as a finite type `N` and then defines the Pauli matrices.

```lean
import Mathlib

open Matrix
open scoped Kronecker

namespace CollinearityTest

noncomputable section

variable {N : Type*} [Fintype N] [DecidableEq N]

/-- The three Pauli matrices, indexed by the Cartesian components x, y, z. -/
def pauli : Fin 3 → Matrix (Fin 2) (Fin 2) ℂ :=
  ![!![0, 1; 1, 0], !![0, -Complex.I; Complex.I, 0], !![1, 0; 0, -1]]
```

The density matrix is indexed by `Fin 2 × N`, a spin label followed by an orbital label, and `⊗ₖ` is the Kronecker product.

```lean
/-- The density matrix with charge part `P` and magnetization parts `M a`. -/
def spinDensity (P : Matrix N N ℂ) (M : Fin 3 → Matrix N N ℂ) :
    Matrix (Fin 2 × N) (Fin 2 × N) ℂ :=
  (1 : Matrix (Fin 2) (Fin 2) ℂ) ⊗ₖ P + ∑ a, pauli a ⊗ₖ M a
```

The spin operator takes a real vector `n`, whose components are cast to complex numbers.

```lean
/-- The spin operator `n·σ`, acting as the identity on the orbitals. -/
def spinAlong (N : Type*) [DecidableEq N] (n : Fin 3 → ℝ) :
    Matrix (Fin 2 × N) (Fin 2 × N) ℂ :=
  (∑ a, (n a : ℂ) • pauli a) ⊗ₖ (1 : Matrix N N ℂ)
```

Q: Nothing there says that `P` or `M a` is hermitian. A density matrix is.

A: The theorems hold for all complex matrices, and the hermitian ones are a special case. Positivity and the electron number are not imposed either. The physical density matrices are therefore covered, along with many matrices that describe no state.

Q: Show me the commutator by hand.

A: The charge part commutes with \(n\cdot\sigma\otimes 1\) and drops out. For the rest, use \([\sigma_a,\sigma_b]=2i\sum_c\varepsilon_{abc}\sigma_c\):

\[
[D,\,n\cdot\sigma\otimes 1]=\sum_{a,b} n_b\,[\sigma_a,\sigma_b]\otimes M_a
=2i\sum_c \sigma_c\otimes X_c,\qquad X_c=\sum_{a,b}\varepsilon_{abc}M_a n_b .
\]

So \(X = M\times n\), with components

\[
X_0=n_2M_1-n_1M_2,\quad X_1=n_0M_2-n_2M_0,\quad X_2=n_1M_0-n_0M_1 .
\]

These are the three entries of `crossAxis`.

```lean
/-- The cross product `M × n` of the magnetization matrices with the axis `n`. -/
def crossAxis (n : Fin 3 → ℝ) (M : Fin 3 → Matrix N N ℂ) : Fin 3 → Matrix N N ℂ :=
  ![(n 2 : ℂ) • M 1 - (n 1 : ℂ) • M 2,
    (n 0 : ℂ) • M 2 - (n 2 : ℂ) • M 0,
    (n 1 : ℂ) • M 0 - (n 0 : ℂ) • M 1]
```

The Lean proof of the commutator formula first multiplies spin factors with spin factors and orbital factors with orbital factors. It then compares the four spin blocks entry by entry, using \(i^2=-1\), where I used the Pauli commutation relations.

```lean
/-- The commutator of the density matrix with the spin along `n` is
`2i ∑ σ_c ⊗ (M × n)_c`. -/
theorem commutator_eq (P : Matrix N N ℂ) (M : Fin 3 → Matrix N N ℂ) (n : Fin 3 → ℝ) :
    spinDensity P M * spinAlong N n - spinAlong N n * spinDensity P M =
      (2 * Complex.I) • ∑ c, pauli c ⊗ₖ crossAxis n M c := by
  unfold spinDensity spinAlong
  -- multiply the spin and orbital factors separately
  simp only [Fin.sum_univ_three, add_mul, mul_add, ← Matrix.mul_kronecker_mul,
    one_mul, mul_one]
  -- compare the four spin blocks
  ext ⟨s, i⟩ ⟨t, j⟩
  have hI := Complex.I_sq
  fin_cases s <;> fin_cases t <;>
    simp [pauli, crossAxis] <;> grind
```

Q: A vanishing sum does not make each term vanish. Why should every \(X_c\) be zero?

A: Read off the spin blocks of \(\sum_c\sigma_c\otimes X_c=0\). The (0,0) block gives \(X_2=0\). The (0,1) and (1,0) blocks give

\[
X_0-iX_1=0,\qquad X_0+iX_1=0 .
\]

Adding them gives \(X_0=0\), and subtracting them gives \(X_1=0\). The lemma extracts these same three blocks as `h00`, `h01` and `h10`, for one pair of orbitals at a time.

```lean
omit [Fintype N] [DecidableEq N] in
/-- If `∑ σ_c ⊗ X_c` vanishes, then each orbital matrix `X_c` vanishes. -/
theorem pauli_components_zero (X : Fin 3 → Matrix N N ℂ)
    (h : ∑ c, pauli c ⊗ₖ X c = 0) (c : Fin 3) : X c = 0 := by
  ext i j
  have h00 := congrFun (congrFun h (0, i)) (0, j)
  have h01 := congrFun (congrFun h (0, i)) (1, j)
  have h10 := congrFun (congrFun h (1, i)) (0, j)
  simp [pauli, Fin.sum_univ_three] at h00 h01 h10
  have hI := Complex.I_sq
  fin_cases c <;> simp <;> grind
```

Q: So commuting means \(M\times n=0\). For ordinary vectors that says "parallel", but these are matrices.

A: The components of \(n\) are numbers, so the vector argument carries over. From \(X_2=0\) and \(X_1=0\) we have \(n_0M_1=n_1M_0\) and \(n_0M_2=n_2M_0\). Hence

\[
n_0\sum_b n_bM_b=n_0^2M_0+n_1(n_0M_1)+n_2(n_0M_2)=(n_0^2+n_1^2+n_2^2)M_0=M_0 .
\]

The other two components follow by cyclic permutation. With \(K=\sum_b n_bM_b\), this reads \(M_a=n_aK\) for all \(a\). Conversely, if \(M_a=n_aK\), then \(X_0=n_2n_1K-n_1n_2K=0\), and likewise for \(X_1\) and \(X_2\), so the commutator vanishes.

Q: Now read me the formal statement, hypotheses included.

A: For any `P`, any three matrices `M` and any real `n` with `∑ a, n a ^ 2 = 1`, the density matrix and the spin along `n` commute if and only if there is a matrix `K` such that, for every `a`, `M a` equals `n a` times `K`. The hypothesis `hn` says that `n` is a direction. At \(n=0\) the spin operator is zero and commutes with everything, while the right-hand side would force all the `M a` to vanish.

```lean
/-- Collinearity test: for a unit vector `n`, the density matrix commutes with the spin
along `n` if and only if all `M a` are the multiples `n a` of a single matrix. -/
theorem commute_iff_collinear (P : Matrix N N ℂ) (M : Fin 3 → Matrix N N ℂ)
    (n : Fin 3 → ℝ) (hn : ∑ a, n a ^ 2 = 1) :
    Commute (spinDensity P M) (spinAlong N n) ↔
      ∃ K : Matrix N N ℂ, ∀ a, M a = (n a : ℂ) • K := by
  rw [commute_iff_eq, ← sub_eq_zero, commutator_eq]
  constructor
  · intro h
    have h2 : (2 * Complex.I) ≠ 0 := mul_ne_zero two_ne_zero Complex.I_ne_zero
    have hX := pauli_components_zero _ ((smul_eq_zero.mp h).resolve_left h2)
    have hc : (n 0 : ℂ) ^ 2 + (n 1 : ℂ) ^ 2 + (n 2 : ℂ) ^ 2 = 1 := by
      rw [Fin.sum_univ_three] at hn
      exact_mod_cast hn
    -- the common matrix is the projection of the magnetization on the axis
    refine ⟨(n 0 : ℂ) • M 0 + (n 1 : ℂ) • M 1 + (n 2 : ℂ) • M 2, fun a => ?_⟩
    ext i j
    have h0 : (n 2 : ℂ) * M 1 i j - n 1 * M 2 i j = 0 := congrFun (congrFun (hX 0) i) j
    have h1 : (n 0 : ℂ) * M 2 i j - n 2 * M 0 i j = 0 := congrFun (congrFun (hX 1) i) j
    have h2 : (n 1 : ℂ) * M 0 i j - n 0 * M 1 i j = 0 := congrFun (congrFun (hX 2) i) j
    fin_cases a
    · change M 0 i j = (n 0 : ℂ) * (n 0 * M 0 i j + n 1 * M 1 i j + n 2 * M 2 i j)
      linear_combination (n 1 : ℂ) * h2 - n 2 * h1 - M 0 i j * hc
    · change M 1 i j = (n 1 : ℂ) * (n 0 * M 0 i j + n 1 * M 1 i j + n 2 * M 2 i j)
      linear_combination (n 2 : ℂ) * h0 - n 0 * h2 - M 1 i j * hc
    · change M 2 i j = (n 2 : ℂ) * (n 0 * M 0 i j + n 1 * M 1 i j + n 2 * M 2 i j)
      linear_combination (n 0 : ℂ) * h1 - n 1 * h0 - M 2 i j * hc
  · rintro ⟨K, hK⟩
    -- parallel vectors have zero cross product
    have hX : ∀ c, crossAxis n M c = 0 := by
      intro c
      fin_cases c <;> simp only [crossAxis, hK] <;> ext i j <;> simp <;> ring
    simp [hX]
```

In the forward direction, the proof divides out the factor \(2i\), applies the block lemma and proposes \(K=\sum_b n_bM_b\). The three `linear_combination` lines are the calculation I just did, one for each component and written for matrix elements. In the backward direction, the proof shows that `crossAxis n M c` is zero for each `c`.

Q: Does the order of "there is a `K`" and "for every `a`" matter?

A: Very much, and it is simple to get wrong when writing the statement down. If each component could have its own matrix, the condition would say only that \(M_a=0\) wherever \(n_a=0\). For \(n=(1,1,1)/\sqrt3\), every magnetization would pass. Physically, the single matrix \(K\) is what makes the state collinear: one spin density, on the sites and between them, pointing along or against one axis.

Q: Between the sites as well? I would have compared the site moments.

A: That comparison sees only the diagonal elements of the \(M_a\) in a site basis. Two sites can have opposite moments along z while \(M_0\) has a nonzero element between them. The site moments then look collinear, but \(D\) does not commute with the spin along z. The theorem tests all matrix elements.

Q: Is \(K\) unique, or only one choice among many?

A: It is unique. If \(M_a=n_aK\), then \(\sum_a n_aM_a=\sum_a n_a^2K=K\), so \(K\) is the magnetization projected on the axis. The Lean proof substitutes `hK`, collects the scalar factors and uses the normalisation.

```lean
omit [Fintype N] [DecidableEq N] in
/-- For a magnetization collinear along the unit vector `n`, the common matrix is the
projection `∑ n_a M_a`. -/
theorem common_matrix_eq (M : Fin 3 → Matrix N N ℂ) (n : Fin 3 → ℝ)
    (hn : ∑ a, n a ^ 2 = 1) (K : Matrix N N ℂ) (hK : ∀ a, M a = (n a : ℂ) • K) :
    K = ∑ a, (n a : ℂ) • M a := by
  have hc : ∑ a, (n a : ℂ) * (n a : ℂ) = 1 := by
    simp only [← pow_two]
    exact_mod_cast hn
  simp only [hK, smul_smul]
  rw [← Finset.sum_smul, hc, one_smul]
```

If all the \(M_a\) vanish, then \(K=0\) and the test succeeds for every axis. A closed-shell determinant, with every occupied orbital filled by both spins, therefore counts as collinear along any direction. Zero spin density at every point is not enough: with spin–orbit coupling, the \(M_a\) of a nonmagnetic state can still have imaginary off-diagonal elements in a basis of real orbitals, and the test sees them.

Q: In a calculation, numerical error can keep the commutator from being exactly zero. What does a small one tell me?

A: Its size measures the part of the magnetization perpendicular to \(n\). Fix an orbital pair \((i,j)\) and write \(m_a=(M_a)_{ij}\) and \(x_c=(X_c)_{ij}\). The four spin entries of \(\sum_c\sigma_c\otimes X_c\) are \(x_2\), \(-x_2\), \(x_0-ix_1\) and \(x_0+ix_1\), and their squared moduli add up to \(2\sum_c|x_c|^2\). The prefactor \(2i\) contributes another 4. Lagrange's identity, applied to the real and imaginary parts of \(m\) with \(|n|=1\), gives

\[
\sum_c|x_c|^2=\sum_a|m_a|^2-\Big|\sum_a n_am_a\Big|^2 .
\]

Summing over orbital pairs, we get

\[
\big\|[D,\,n\cdot\sigma\otimes1]\big\|_F^2
=8\sum_{i,j}\Big(\sum_a|(M_a)_{ij}|^2-\Big|\sum_a n_a(M_a)_{ij}\Big|^2\Big).
\]

In Lean, the left side is a double sum of `Complex.normSq` over all matrix entries. The proof groups the four spin entries of each orbital pair, expands into real and imaginary parts, and uses `hn` once in the final `linear_combination`.

```lean
/-- The squared Frobenius norm of the commutator of the density matrix with the spin along the unit
vector `n` is eight times the sum, over orbital pairs, of the difference between the squared
magnetization and its squared projection on `n`. -/
theorem commutator_normSq (P : Matrix N N ℂ) (M : Fin 3 → Matrix N N ℂ)
    (n : Fin 3 → ℝ) (hn : ∑ a, n a ^ 2 = 1) :
    ∑ p, ∑ q, Complex.normSq
        ((spinDensity P M * spinAlong N n - spinAlong N n * spinDensity P M) p q) =
      8 * ∑ i, ∑ j, (∑ a, Complex.normSq (M a i j) -
        Complex.normSq (∑ a, (n a : ℂ) * M a i j)) := by
  rw [commutator_eq]
  rw [Fin.sum_univ_three] at hn
  -- collect the four spin blocks belonging to each orbital pair
  simp only [Fintype.sum_prod_type, Fin.sum_univ_two, ← Finset.sum_add_distrib,
    Finset.mul_sum]
  refine Finset.sum_congr rfl fun i _ => Finset.sum_congr rfl fun j _ => ?_
  -- Lagrange's identity for the cross product
  simp [pauli, crossAxis, Fin.sum_univ_three, Complex.normSq_apply]
  linear_combination 8 * ((M 0 i j).re ^ 2 + (M 0 i j).im ^ 2 + (M 1 i j).re ^ 2 +
    (M 1 i j).im ^ 2 + (M 2 i j).re ^ 2 + (M 2 i j).im ^ 2) * hn
```

Q: How would I use this in a code, where nobody hands me \(n\)?

A: In an orthonormal orbital basis, take the spin blocks \(D^{st}\) of the density matrix and form

\[
M_0=\tfrac12(D^{01}+D^{10}),\quad M_1=\tfrac i2(D^{01}-D^{10}),\quad M_2=\tfrac12(D^{00}-D^{11}).
\]

Then build the real symmetric 3 × 3 matrix \(A_{ab}=\mathrm{Re}\sum_{ij}(M_a)_{ij}^*(M_b)_{ij}\). The squared norm above equals \(8(\mathrm{Tr}A-n^{T}An)\), so the best axis is an eigenvector of \(A\) with the largest eigenvalue \(\lambda\). If \(\mathrm{Tr}A\) is itself zero to within numerical error, all the \(M_a\) vanish and every axis passes. Otherwise the state is collinear along the best axis, to within your tolerance, when \(\mathrm{Tr}A-\lambda\) is negligible compared with \(\mathrm{Tr}A\). This axis search is my own corollary of the norm formula and has no theorem in the file. Check how your code orders its indices first: if spin runs faster than orbital, the blocks have to be gathered before you form the \(M_a\).

Q: Back to my triangle. Does the test catch it?

A: Yes. The file places one orbital on each site, with magnetization vectors \((1,0,0)\), \((-\tfrac12,\tfrac{\sqrt3}2,0)\) and \((-\tfrac12,-\tfrac{\sqrt3}2,0)\).

```lean
/-- Magnetization matrices of three sites carrying unit moments in the xy plane at
120 degrees to each other. -/
def triangle : Fin 3 → Matrix (Fin 3) (Fin 3) ℂ :=
  ![diagonal ![1, -1 / 2, -1 / 2],
    diagonal ![0, (Real.sqrt 3 : ℂ) / 2, -(Real.sqrt 3 : ℂ) / 2], 0]
```

Q: With your convention that is a spin of \(\hbar\) in a single orbital. One electron carries half of that.

A: True, the vectors in the file are twice as long as the largest ones allowed for electrons. Halve them and take \(P=\tfrac12\,1\), and each site holds one fully polarised electron. The verdict is the same, because multiplying all the \(M_a\) by a nonzero number only rescales \(K\).

Q: And the argument that no axis works?

A: The trace of each \(M_a\) is zero: \(1-\tfrac12-\tfrac12=0\) for component 0, \(\tfrac{\sqrt3}2-\tfrac{\sqrt3}2=0\) for component 1, and component 2 vanishes identically. Now suppose that \(D\) commutes with the spin along some unit vector \(n\). The main theorem supplies \(K\) with \(M_a=n_aK\). Site 0 gives \(1=n_0K_{00}\) and \(0=n_1K_{00}\), so \(K_{00}\neq0\) and \(n_1=0\). Site 1 gives \(\tfrac{\sqrt3}2=n_1K_{11}=0\), a contradiction.

The Lean proof reads off these three equations as `hx`, `hy` and `hz` and combines them into \(\sqrt3=0\). The charge part `P` is arbitrary throughout.

```lean
/-- The 120 degree triangle has zero net moment, yet its density matrix commutes with the
spin along no unit vector. -/
theorem triangle_compensated_noncollinear (P : Matrix (Fin 3) (Fin 3) ℂ) :
    (∀ a, (triangle a).trace = 0) ∧
      ∀ n : Fin 3 → ℝ, ∑ a, n a ^ 2 = 1 →
        ¬ Commute (spinDensity P triangle) (spinAlong (Fin 3) n) := by
  constructor
  · intro a
    fin_cases a <;> simp [triangle, Matrix.trace, Fin.sum_univ_three] <;> ring
  · intro n hn hcomm
    obtain ⟨K, hK⟩ := (commute_iff_collinear P triangle n hn).mp hcomm
    -- the first site forces `n 1 = 0`, the second contradicts it
    have hx : (1 : ℂ) = n 0 * K 0 0 := by
      simpa [triangle] using congrFun (congrFun (hK 0) 0) 0
    have hy : (0 : ℂ) = n 1 * K 0 0 := by
      simpa [triangle] using congrFun (congrFun (hK 1) 0) 0
    have hz : (Real.sqrt 3 : ℂ) / 2 = n 1 * K 1 1 := by
      simpa [triangle] using congrFun (congrFun (hK 1) 1) 1
    have h3 : (Real.sqrt 3 : ℂ) = 0 := by
      linear_combination 2 * hz + 2 * n 1 * K 1 1 * hx - 2 * n 0 * K 1 1 * hy
    have hpos : Real.sqrt 3 ≠ 0 := by positivity
    exact hpos (Complex.ofReal_eq_zero.mp h3)

end

end CollinearityTest
```

```lean
#print axioms CollinearityTest.common_matrix_eq
#print axioms CollinearityTest.commutator_normSq
#print axioms CollinearityTest.triangle_compensated_noncollinear
```

```
'CollinearityTest.common_matrix_eq' depends on axioms: [propext, Classical.choice, Quot.sound]
'CollinearityTest.commutator_normSq' depends on axioms: [propext, Classical.choice, Quot.sound]
'CollinearityTest.triangle_compensated_noncollinear' depends on axioms: [propext, Classical.choice, Quot.sound]
```

Q: So zero net moment settles nothing about collinearity. How far off is the triangle?

A: For the halved vectors, \(A\) is diagonal with entries \(\tfrac38,\tfrac38,0\). The squared commutator norm is then 3 for every axis in the plane and 6 along z. No in-plane axis is better than another, and none comes close to passing.
